# Global minima of a quadratic energy at fixed norm: a multiplier and a positive semidefinite shift

## Two points on a line

Take one real coefficient $x$ with $x^2=\rho^2$ and $\rho>0$, and the energy $E(x)=kx^2+2fx$ with real $k$ and $f$. Only two points are allowed, $x$ and its mirror image $-x$. At either of them the equation $(k+\lambda)x=-f$ can be solved for a real $\lambda$, so this equation alone doesn't tell the lower point from the higher one. The energy difference does:

$$E(-x)-E(x)=-4fx=(k+\lambda)(2x)^2 .$$

The point $x$ is therefore a minimiser exactly when $k+\lambda\ge 0$. In more dimensions the same two ingredients do the work: a reflection that preserves the norm, and an energy difference that is a quadratic form of the shifted matrix.

## Residual energy under norm conservation

In an optimised pseudopotential, a pseudo-wave is made smooth by reducing its kinetic energy above a chosen cutoff wavevector. Write the pseudo-wave as a fixed part plus a correction that vanishes outside the core region, and expand the correction in finitely many orthonormal functions with real coefficients $x$. Apart from a constant, the residual energy is

$$E(x)=x\cdot Kx+2f\cdot x .$$

The real symmetric matrix $K$ holds the residual kinetic energy of the basis functions, and the vector $f$ holds their coupling to the fixed part. Norm conservation requires the pseudo-wave to carry the same charge in the core region as the all-electron wave. If the basis is orthogonal to the fixed part, this prescribes the norm of the correction, $x\cdot x=\rho^2$, where $\rho^2$ is the core charge of the all-electron wave minus that of the fixed part. This difference is assumed to be positive.

## The criterion and its Lean form

Let $\rho>0$ and $x\cdot x=\rho^2$. Then $x$ minimises $E$ among all vectors of norm $\rho$ if and only if there is a real $\lambda$ with

$$(K+\lambda)x=-f,\qquad v\cdot(K+\lambda)v\ge 0\ \text{ for all } v .$$

The multiplier may have either sign. For this quadratic model in a finite basis, the criterion lets one test whether a stationary pseudo-wave is a global minimum by looking at the lowest eigenvalue of $K+\lambda$.

This is `normConservingMin_iff`. The finite type `n` labels the basis functions, `K : Matrix n n ℝ` with `K.IsSymm` is the symmetric matrix, and `f` and `x` are functions `n → ℝ`. The signs `⬝ᵥ` and `*ᵥ` are the dot product and the action of a matrix on a vector; the plain dot product is the overlap because the basis is orthonormal. The multiplier $\lambda$ is `l`, and $K+\lambda$ is `K + l • (1 : Matrix n n ℝ)`. The predicate `IsNormConservingMin` says that $x$ has norm $\rho$ and that no vector of that norm has lower energy, so the minimum is global. Positivity is stated through the quadratic form.

The vector $x$ is given, and the theorem characterises it without constructing it. The norm is the only constraint in the theorem; conditions at the core radius, such as matching of derivatives, are taken to be built into the fixed part and the basis. The error of a truncated basis and the transferability of the pseudopotential are not addressed.

## From a reflection to the multiplier

Let $x$ be a minimiser, $g=Kx+f$, and $d\neq0$. The reflection of $x$ in the plane orthogonal to $d$ is $x+td$ with $t\,(d\cdot d)=-2\,d\cdot x$. Its norm is unchanged, because

$$2t\,(d\cdot x)+t^2(d\cdot d)=t\,\bigl(2\,d\cdot x+t\,d\cdot d\bigr)=0 .$$

Minimality and the symmetry of $K$ give

$$0\le E(x+td)-E(x)=2t\,(d\cdot g)+t^2\,(d\cdot Kd).$$

Multiplying by $(d\cdot d)^2$, inserting $t$ and dividing by 4 yields

$$(d\cdot x)(d\cdot d)(d\cdot g)\le (d\cdot x)^2\,(d\cdot Kd), \tag{R}$$

which also holds for $d=0$.

Now set $\lambda=-(g\cdot x)/\rho^2$ and $h=g+\lambda x$. Then $h\cdot x=0$ and $h\cdot g=h\cdot h$. For $d=h+sx$ with $s>0$,

$$d\cdot x=s\rho^2,\qquad d\cdot d=h\cdot h+s^2\rho^2,\qquad d\cdot g=h\cdot h+s\,x\cdot g .$$

Dividing (R) by $s\rho^2$ gives

$$(h\cdot h+s^2\rho^2)(h\cdot h+s\,x\cdot g)\le s\rho^2\,(d\cdot Kd).$$

As $s\to0^+$ this becomes $(h\cdot h)^2\le0$. Hence $h=0$, which is $(K+\lambda)x=-f$.

## Curvature in every direction

With $g=-\lambda x$, (R) reads

$$(d\cdot x)^2\,\bigl[d\cdot Kd+\lambda\,d\cdot d\bigr]\ge0 .$$

So $d\cdot(K+\lambda)d\ge0$ whenever $d\cdot x\ne0$. If $v\cdot x=0$, the vector $v+sx$ has overlap $s\rho^2\neq0$ with $x$, and the limit $s\to0^+$ gives $v\cdot(K+\lambda)v\ge0$.

## The energy difference on the sphere

Conversely, let $A=K+\lambda$ be positive semidefinite with $Ax=-f$, and let $y\cdot y=x\cdot x$. The terms in $\lambda$ cancel between the two energies, so

$$\begin{aligned}
E(y)-E(x)&=y\cdot Ay-x\cdot Ax-2\,(Ax)\cdot(y-x)\\
&=y\cdot Ay-2\,y\cdot Ax+x\cdot Ax\\
&=(y-x)\cdot A(y-x)\ \ge 0 .
\end{aligned}$$

If $A$ is positive definite, the difference is strictly positive for $y\ne x$, and the minimiser is unique.

Suppose next that $x\ne0$ and $y$ have equal norm and equal energy, and solve the equation with multipliers $\lambda$ and $\mu$. If $y\neq x$, the identity written once with each multiplier gives $(\lambda-\mu)\,(y-x)\cdot(y-x)=0$, hence $\lambda=\mu$. If $y=x$, subtracting the two equations gives $(\lambda-\mu)x=0$ and the same conclusion. In particular, all minimisers on one sphere of radius $\rho>0$ share their multiplier.

## The Lean file

```lean
import Mathlib

open Matrix

namespace NormConservingStep

variable {n : Type*} [Fintype n]

/-- The residual energy of a pseudo-wave, up to a constant: `xᵀ K x + 2 fᵀ x`, where `x` is the
coefficient vector of the correction to the fixed part. -/
def energy (K : Matrix n n ℝ) (f x : n → ℝ) : ℝ :=
  x ⬝ᵥ K *ᵥ x + 2 * (f ⬝ᵥ x)

/-- `x` has norm `ρ` (for `ρ ≥ 0`) and no vector of the same norm has a lower residual energy. -/
def IsNormConservingMin (K : Matrix n n ℝ) (f : n → ℝ) (ρ : ℝ) (x : n → ℝ) : Prop :=
  x ⬝ᵥ x = ρ ^ 2 ∧ ∀ y : n → ℝ, y ⬝ᵥ y = ρ ^ 2 → energy K f x ≤ energy K f y

/-- A cubic polynomial that is nonnegative for all positive arguments has a nonnegative
constant term. -/
theorem constant_term_nonneg {a b c d : ℝ}
    (h : ∀ s : ℝ, 0 < s → 0 ≤ a + s * b + s ^ 2 * c + s ^ 3 * d) : 0 ≤ a := by
  have hp : Continuous fun s : ℝ => a + s * b + s ^ 2 * c + s ^ 3 * d := by fun_prop
  have h0 : (0 : ℝ) ≤ a + 0 * b + 0 ^ 2 * c + 0 ^ 3 * d :=
    ge_of_tendsto (hp.continuousWithinAt (s := Set.Ioi 0) (x := 0)).tendsto
      (by filter_upwards [self_mem_nhdsWithin] with s hs; exact h s hs)
  simpa using h0

/-- A real symmetric matrix has symmetric matrix elements between any two vectors. -/
theorem form_symm {K : Matrix n n ℝ} (hK : K.IsSymm) (u v : n → ℝ) :
    u ⬝ᵥ K *ᵥ v = v ⬝ᵥ K *ᵥ u := by
  rw [Matrix.dotProduct_mulVec, ← Matrix.mulVec_transpose, hK.eq, dotProduct_comm]

/-- For symmetric `K`, a norm-conserving minimiser `x` and any vector `d` satisfy
`(d·x) (d·d) (d·(K x + f)) ≤ (d·x)² (d·K d)`. -/
theorem reflection_inequality {K : Matrix n n ℝ} (hK : K.IsSymm) {f x : n → ℝ} {ρ : ℝ}
    (hx : IsNormConservingMin K f ρ x) (d : n → ℝ) :
    (d ⬝ᵥ x) * (d ⬝ᵥ d) * (d ⬝ᵥ (K *ᵥ x + f)) ≤ (d ⬝ᵥ x) ^ 2 * (d ⬝ᵥ K *ᵥ d) := by
  by_cases hd : d = 0
  · simp [hd]
  have hdd : d ⬝ᵥ d ≠ 0 := fun h => hd (dotProduct_self_eq_zero.mp h)
  obtain ⟨t, ht⟩ : ∃ t : ℝ, t * (d ⬝ᵥ d) = -2 * (d ⬝ᵥ x) :=
    ⟨-2 * (d ⬝ᵥ x) / (d ⬝ᵥ d), div_mul_cancel₀ _ hdd⟩
  -- the mirror image `x + t d` has the same norm
  have hs : (x + t • d) ⬝ᵥ (x + t • d) = ρ ^ 2 := by
    simp only [add_dotProduct, dotProduct_add, smul_dotProduct, dotProduct_smul, smul_eq_mul]
    linear_combination t * ht + t * dotProduct_comm x d + hx.1
  have hE : energy K f (x + t • d) = energy K f x
      + (2 * t * (d ⬝ᵥ (K *ᵥ x + f)) + t ^ 2 * (d ⬝ᵥ K *ᵥ d)) := by
    simp only [energy, Matrix.mulVec_add, Matrix.mulVec_smul, add_dotProduct, dotProduct_add,
      smul_dotProduct, dotProduct_smul, smul_eq_mul]
    linear_combination t * form_symm hK x d + 2 * t * dotProduct_comm f d
  have h0 : 0 ≤ 2 * t * (d ⬝ᵥ (K *ᵥ x + f)) + t ^ 2 * (d ⬝ᵥ K *ᵥ d) := by
    linarith [hx.2 _ hs]
  have h1 := mul_nonneg h0 (sq_nonneg (d ⬝ᵥ d))
  have h2 : (2 * t * (d ⬝ᵥ (K *ᵥ x + f)) + t ^ 2 * (d ⬝ᵥ K *ᵥ d)) * (d ⬝ᵥ d) ^ 2
      = 4 * ((d ⬝ᵥ x) ^ 2 * (d ⬝ᵥ K *ᵥ d)
        - (d ⬝ᵥ x) * (d ⬝ᵥ d) * (d ⬝ᵥ (K *ᵥ x + f))) := by
    linear_combination (2 * (d ⬝ᵥ d) * (d ⬝ᵥ (K *ᵥ x + f))
      + (d ⬝ᵥ K *ᵥ d) * (t * (d ⬝ᵥ d) - 2 * (d ⬝ᵥ x))) * ht
  linarith

variable [DecidableEq n]

/-- The shifted matrix `K + l` acts on a vector as `K` plus multiplication by `l`. -/
theorem shift_mulVec (K : Matrix n n ℝ) (l : ℝ) (v : n → ℝ) :
    (K + l • (1 : Matrix n n ℝ)) *ᵥ v = K *ᵥ v + l • v := by
  rw [Matrix.add_mulVec, Matrix.smul_mulVec, Matrix.one_mulVec]

/-- If `K` is symmetric and `(K + l) x = -f`, the energy difference between `x` and any `y` of
the same norm is the quadratic form of `K + l` on `y - x`. -/
theorem energy_difference {K : Matrix n n ℝ} (hK : K.IsSymm) {f x y : n → ℝ} {l : ℝ}
    (h : (K + l • (1 : Matrix n n ℝ)) *ᵥ x = -f) (hyx : y ⬝ᵥ y = x ⬝ᵥ x) :
    energy K f y - energy K f x
      = (y - x) ⬝ᵥ (K + l • (1 : Matrix n n ℝ)) *ᵥ (y - x) := by
  have hf : ∀ v : n → ℝ, v ⬝ᵥ K *ᵥ x + l * (v ⬝ᵥ x) = -(v ⬝ᵥ f) := by
    intro v
    rw [← dotProduct_neg, ← h, shift_mulVec, dotProduct_add, dotProduct_smul, smul_eq_mul]
  simp only [energy, shift_mulVec, Matrix.mulVec_sub, sub_dotProduct, dotProduct_sub,
    dotProduct_add, dotProduct_smul, smul_eq_mul]
  linear_combination 2 * hf y - 2 * hf x + 2 * dotProduct_comm f y - 2 * dotProduct_comm f x
    + form_symm hK x y + l * dotProduct_comm x y - l * hyx

/-- For symmetric `K` and `ρ > 0`, every norm-conserving minimiser solves `(K + l) x = -f`
for some real multiplier `l`. -/
theorem exists_multiplier {K : Matrix n n ℝ} (hK : K.IsSymm) {f x : n → ℝ} {ρ : ℝ}
    (hρ : 0 < ρ) (hx : IsNormConservingMin K f ρ x) :
    ∃ l : ℝ, (K + l • (1 : Matrix n n ℝ)) *ᵥ x = -f := by
  obtain ⟨g, hg⟩ : ∃ g, g = K *ᵥ x + f := ⟨_, rfl⟩
  obtain ⟨l, hl⟩ : ∃ l : ℝ, l * ρ ^ 2 = -(g ⬝ᵥ x) :=
    ⟨-(g ⬝ᵥ x) / ρ ^ 2, div_mul_cancel₀ _ (by positivity)⟩
  -- `h` is the part of `g = K x + f` orthogonal to `x`
  obtain ⟨h, hh⟩ : ∃ h, h = g + l • x := ⟨_, rfl⟩
  have hx0 : h ⬝ᵥ x = 0 := by
    rw [hh, add_dotProduct, smul_dotProduct, hx.1, smul_eq_mul]
    linarith
  have hx0' : x ⬝ᵥ h = 0 := by rw [dotProduct_comm, hx0]
  have hq : h ⬝ᵥ g = h ⬝ᵥ h := by
    have e : g = h - l • x := by rw [hh]; abel
    rw [e, dotProduct_sub, dotProduct_smul, hx0, smul_zero, sub_zero]
  -- reflect along `h + s x` and let `s` tend to zero
  have hH : 0 ≤ -((h ⬝ᵥ h) ^ 2) := by
    apply constant_term_nonneg
      (b := ρ ^ 2 * (h ⬝ᵥ K *ᵥ h) - (h ⬝ᵥ h) * (x ⬝ᵥ g))
      (c := ρ ^ 2 * (h ⬝ᵥ K *ᵥ x + x ⬝ᵥ K *ᵥ h) - ρ ^ 2 * (h ⬝ᵥ h))
      (d := ρ ^ 2 * (x ⬝ᵥ K *ᵥ x) - ρ ^ 2 * (x ⬝ᵥ g))
    intro s hs
    have k := reflection_inequality hK hx (h + s • x)
    have e1 : (h + s • x) ⬝ᵥ x = s * ρ ^ 2 := by
      rw [add_dotProduct, smul_dotProduct, hx0, hx.1, smul_eq_mul, zero_add]
    have e2 : (h + s • x) ⬝ᵥ (h + s • x) = h ⬝ᵥ h + s ^ 2 * ρ ^ 2 := by
      simp only [add_dotProduct, dotProduct_add, smul_dotProduct, dotProduct_smul,
        smul_eq_mul, hx0, hx0', hx.1]
      ring
    have e3 : (h + s • x) ⬝ᵥ g = h ⬝ᵥ h + s * (x ⬝ᵥ g) := by
      rw [add_dotProduct, smul_dotProduct, hq, smul_eq_mul]
    have e4 : (h + s • x) ⬝ᵥ K *ᵥ (h + s • x) = h ⬝ᵥ K *ᵥ h
        + s * (h ⬝ᵥ K *ᵥ x + x ⬝ᵥ K *ᵥ h) + s ^ 2 * (x ⬝ᵥ K *ᵥ x) := by
      simp only [Matrix.mulVec_add, Matrix.mulVec_smul, add_dotProduct, dotProduct_add,
        smul_dotProduct, dotProduct_smul, smul_eq_mul]
      ring
    rw [← hg, e1, e2, e3, e4] at k
    have hpos : 0 < s * ρ ^ 2 := by positivity
    refine (mul_nonneg_iff_of_pos_left hpos).mp ?_
    linarith
  have hsq : (h ⬝ᵥ h) ^ 2 = 0 := le_antisymm (by linarith) (sq_nonneg _)
  have hz : h = 0 := dotProduct_self_eq_zero.mp (pow_eq_zero_iff two_ne_zero |>.mp hsq)
  rw [hz, hg] at hh
  refine ⟨l, ?_⟩
  rw [shift_mulVec]
  linear_combination (norm := module) -hh

/-- For symmetric `K` and `ρ > 0`, if a norm-conserving minimiser satisfies `(K + l) x = -f`,
then `K + l` is positive semidefinite. -/
theorem shifted_form_nonneg {K : Matrix n n ℝ} (hK : K.IsSymm) {f x : n → ℝ} {ρ l : ℝ}
    (hρ : 0 < ρ) (hx : IsNormConservingMin K f ρ x)
    (hl : (K + l • (1 : Matrix n n ℝ)) *ᵥ x = -f) (v : n → ℝ) :
    0 ≤ v ⬝ᵥ (K + l • (1 : Matrix n n ℝ)) *ᵥ v := by
  rw [shift_mulVec] at hl
  have hg : K *ᵥ x + f = (-l) • x := by linear_combination (norm := module) hl
  -- directions that are not orthogonal to `x`
  have pos : ∀ d : n → ℝ, d ⬝ᵥ x ≠ 0 → 0 ≤ d ⬝ᵥ K *ᵥ d + l * (d ⬝ᵥ d) := by
    intro d hd
    have k := reflection_inequality hK hx d
    rw [hg, dotProduct_smul, smul_eq_mul] at k
    have hpos : 0 < (d ⬝ᵥ x) ^ 2 := by positivity
    refine (mul_nonneg_iff_of_pos_left hpos).mp ?_
    linarith
  rw [shift_mulVec, dotProduct_add, dotProduct_smul, smul_eq_mul]
  by_cases hv : v ⬝ᵥ x = 0
  · -- orthogonal directions are limits of the others
    apply constant_term_nonneg
      (b := v ⬝ᵥ K *ᵥ x + x ⬝ᵥ K *ᵥ v + l * (v ⬝ᵥ x + x ⬝ᵥ v))
      (c := x ⬝ᵥ K *ᵥ x + l * (x ⬝ᵥ x)) (d := 0)
    intro s hs
    have e1 : (v + s • x) ⬝ᵥ x = s * ρ ^ 2 := by
      rw [add_dotProduct, smul_dotProduct, hv, hx.1, smul_eq_mul, zero_add]
    have hne : (v + s • x) ⬝ᵥ x ≠ 0 := by
      rw [e1]
      positivity
    have k := pos _ hne
    simp only [Matrix.mulVec_add, Matrix.mulVec_smul, add_dotProduct, dotProduct_add,
      smul_dotProduct, dotProduct_smul, smul_eq_mul] at k
    linarith
  · exact pos v hv

/-- For symmetric `K` and `ρ > 0`, a vector `x` of norm `ρ` minimises the residual energy among
all vectors of that norm if and only if `(K + l) x = -f` for some real `l` with `K + l`
positive semidefinite. -/
theorem normConservingMin_iff {K : Matrix n n ℝ} (hK : K.IsSymm) {f x : n → ℝ} {ρ : ℝ}
    (hρ : 0 < ρ) (hx : x ⬝ᵥ x = ρ ^ 2) :
    IsNormConservingMin K f ρ x ↔
      ∃ l : ℝ, (K + l • (1 : Matrix n n ℝ)) *ᵥ x = -f ∧
        ∀ v : n → ℝ, 0 ≤ v ⬝ᵥ (K + l • (1 : Matrix n n ℝ)) *ᵥ v := by
  constructor
  · intro h
    obtain ⟨l, hl⟩ := exists_multiplier hK hρ h
    exact ⟨l, hl, shifted_form_nonneg hK hρ h hl⟩
  · rintro ⟨l, hl, hpos⟩
    refine ⟨hx, fun y hy => ?_⟩
    have e := energy_difference hK hl (hy.trans hx.symm)
    linarith [hpos (y - x)]

/-- If `K` is symmetric, `(K + l) x = -f` and `K + l` is positive definite, every other vector
of the same norm as `x` has a strictly higher residual energy. -/
theorem energy_lt_of_posDef {K : Matrix n n ℝ} (hK : K.IsSymm) {f x y : n → ℝ} {l : ℝ}
    (hl : (K + l • (1 : Matrix n n ℝ)) *ᵥ x = -f)
    (hpos : ∀ v : n → ℝ, v ≠ 0 → 0 < v ⬝ᵥ (K + l • (1 : Matrix n n ℝ)) *ᵥ v)
    (hyx : y ⬝ᵥ y = x ⬝ᵥ x) (hne : y ≠ x) : energy K f x < energy K f y := by
  have e := energy_difference hK hl hyx
  linarith [hpos (y - x) (sub_ne_zero.mpr hne)]

/-- For symmetric `K`, two solutions of `(K + l) x = -f` and `(K + m) y = -f` with the same
nonzero norm and the same residual energy have the same multiplier. -/
theorem multiplier_unique {K : Matrix n n ℝ} (hK : K.IsSymm) {f x y : n → ℝ} {l m : ℝ}
    (hx : x ≠ 0) (hyx : y ⬝ᵥ y = x ⬝ᵥ x) (hE : energy K f x = energy K f y)
    (h1 : (K + l • (1 : Matrix n n ℝ)) *ᵥ x = -f)
    (h2 : (K + m • (1 : Matrix n n ℝ)) *ᵥ y = -f) : l = m := by
  by_cases hxy : y = x
  · rw [hxy, ← h1, shift_mulVec, shift_mulVec] at h2
    exact (smul_left_injective ℝ hx (add_left_cancel h2)).symm
  · -- write the energy difference once with each multiplier
    have i1 := energy_difference hK h1 hyx
    have i2 := energy_difference hK h2 hyx.symm
    rw [← neg_sub y x, Matrix.mulVec_neg, neg_dotProduct, dotProduct_neg, neg_neg] at i2
    rw [shift_mulVec, dotProduct_add, dotProduct_smul, smul_eq_mul] at i1 i2
    have hz : (l - m) * ((y - x) ⬝ᵥ (y - x)) = 0 := by
      linear_combination i2 - i1 - 2 * hE
    rcases mul_eq_zero.mp hz with h | h
    · exact sub_eq_zero.mp h
    · exact absurd (sub_eq_zero.mp (dotProduct_self_eq_zero.mp h)) hxy

end NormConservingStep
```

```lean
#print axioms NormConservingStep.normConservingMin_iff
#print axioms NormConservingStep.energy_lt_of_posDef
#print axioms NormConservingStep.multiplier_unique
```

```
'NormConservingStep.normConservingMin_iff' depends on axioms: [propext, Classical.choice, Quot.sound]
'NormConservingStep.energy_lt_of_posDef' depends on axioms: [propext, Classical.choice, Quot.sound]
'NormConservingStep.multiplier_unique' depends on axioms: [propext, Classical.choice, Quot.sound]
```

## How the lemmas carry the argument

`reflection_inequality` is (R). It introduces `t` through the equation `t * (d ⬝ᵥ d) = -2 * (d ⬝ᵥ x)`, and from there on only this equation is used, without a quotient. The steps `hs` and `hE` are the conserved norm and the expanded energy; `linear_combination` checks each as a polynomial identity that follows from the listed equations. The symmetry of $K$ enters through `form_symm`.

Both limits rest on `constant_term_nonneg`: a cubic in $s$ that is nonnegative for all $s>0$ has a nonnegative constant term, by continuity at zero.

In `exists_multiplier`, the equations `e1` to `e4` are the scalar products for $d=h+sx$. The arguments `b`, `c` and `d` supplied to the cubic lemma are its higher coefficients, and its constant term is $-(h\cdot h)^2$. The positive factor $s\rho^2$ is cancelled by `mul_nonneg_iff_of_pos_left`.

`shifted_form_nonneg` first proves `pos`, the curvature bound for directions not orthogonal to $x$. The split on `v ⬝ᵥ x = 0` then separates the directions that need the limit from those that `pos` covers directly.

`energy_difference` is the identity on the sphere. Its auxiliary statement `hf` is the stationarity equation dotted with an arbitrary vector, used for $y$ and for $x$. In `normConservingMin_iff`, the forward direction combines `exists_multiplier` and `shifted_form_nonneg`, and the reverse direction combines the identity for `x` and `y` with the positivity of the quadratic form at `y - x`.

`energy_lt_of_posDef` and `multiplier_unique` are the two consequences of the same identity. The second one splits on whether `y = x`, as in the derivation, with $\mu$ written as `m`.
